# Real DIIS coefficients can miss a zero error: the pair 1, i and the real-overlap criterion

DIIS minimises ‖r(c)‖² for the extrapolated error r(c) = Σⱼ cⱼ eⱼ under Σⱼ cⱼ = 1, and for complex errors eⱼ a formal statement must fix the field from which the coefficients cⱼ are drawn. Here the errors lie in a complex inner product space `E` of any dimension, indexed by a finite type `n`, and real coefficients enter through the cast `(c i : ℂ)`. The overlap ⟨·,·⟩, `inner ℂ`, is conjugate-linear in its first argument. The minimisation is stated directly; the bordered Lagrange matrix is never formed.

```lean
import Mathlib

open Complex (I)

namespace ComplexDIIS

noncomputable section

variable {E : Type*} [NormedAddCommGroup E] [InnerProductSpace ℂ E]
variable {n : Type*} [Fintype n]
```

`residual` is r(c). `complexErrors` and `realErrors` collect the attainable values of ‖r‖². `RealSuffices` says that each complex choice is matched or beaten by a real one.

```lean
/-- The DIIS extrapolated error `∑ cᵢ eᵢ` for error vectors `e` and coefficients `c`. -/
def residual (e : n → E) (c : n → ℂ) : E := ∑ i, c i • e i

/-- Squared norms of the extrapolated error reachable with complex coefficients summing to one. -/
def complexErrors (e : n → E) : Set ℝ :=
  {x | ∃ c : n → ℂ, ∑ i, c i = 1 ∧ x = ‖residual e c‖ ^ 2}

/-- Squared norms of the extrapolated error reachable with real coefficients summing to one. -/
def realErrors (e : n → E) : Set ℝ :=
  {x | ∃ c : n → ℝ, ∑ i, c i = 1 ∧ x = ‖residual e (fun i => (c i : ℂ))‖ ^ 2}

/-- Real coefficients suffice: for all complex coefficients summing to one there are real
coefficients summing to one whose squared extrapolated error is no larger. -/
def RealSuffices (e : n → E) : Prop :=
  ∀ c : n → ℂ, ∑ i, c i = 1 → ∃ r : n → ℝ, ∑ i, r i = 1 ∧
    ‖residual e (fun i => (r i : ℂ))‖ ^ 2 ≤ ‖residual e c‖ ^ 2
```

For two errors, c₀ multiplies e₁ and c₁ multiplies e₂. Write A = ‖e₁‖², B = ‖e₂‖², ⟨e₁,e₂⟩ = g = p + iq, D = ‖e₁ − e₂‖² = A − 2p + B.

## (a) The counter-example

Task. For the errors 1 and i in ℂ, show that c = ((1 − i)/2, (1 + i)/2) sums to one with r = 0, and that real c summing to one gives |r|² ≥ 1/2, with equality exactly at (1/2, 1/2).

Solution. The sum is 1, and

r = (1 − i + i + i²)/2 = 0,

where `Complex.I_mul_I` supplies i² = −1. For real c, r = c₀ + i c₁ (`hre`, `him`), so

|r|² = c₀² + (1 − c₀)² = 2(c₀ − 1/2)² + 1/2.

`nlinarith` receives this square, and `hsq` sets it to zero.

```lean
/-- For the errors `1` and `i`, the coefficients `(1 - i)/2, (1 + i)/2` sum to one and give zero
error, while real coefficients summing to one give squared modulus at least `1/2`, with
equality exactly for `1/2, 1/2`. -/
theorem one_I_counterexample :
    (∑ i, (![(1 - I) / 2, (1 + I) / 2] : Fin 2 → ℂ) i = 1 ∧
      residual (![1, I] : Fin 2 → ℂ) ![(1 - I) / 2, (1 + I) / 2] = 0) ∧
    ∀ c : Fin 2 → ℝ, ∑ i, c i = 1 →
      1 / 2 ≤ ‖residual (![1, I] : Fin 2 → ℂ) (fun i => (c i : ℂ))‖ ^ 2 ∧
      (‖residual (![1, I] : Fin 2 → ℂ) (fun i => (c i : ℂ))‖ ^ 2 = 1 / 2 ↔
        c 0 = 1 / 2 ∧ c 1 = 1 / 2) := by
  refine ⟨⟨?_, ?_⟩, ?_⟩
  · rw [Fin.sum_univ_two]
    show (1 - I) / 2 + (1 + I) / 2 = 1
    ring
  · have h : residual (![1, I] : Fin 2 → ℂ) ![(1 - I) / 2, (1 + I) / 2]
        = (1 - I) / 2 * 1 + (1 + I) / 2 * I := by
      simp [residual, Fin.sum_univ_two]
    rw [h]
    linear_combination (1 / 2 : ℂ) * Complex.I_mul_I
  · intro c hc
    rw [Fin.sum_univ_two] at hc
    -- real coefficients are the real and imaginary parts of the error
    have hre : (residual (![1, I] : Fin 2 → ℂ) (fun i => (c i : ℂ))).re = c 0 := by
      simp [residual, Fin.sum_univ_two]
    have him : (residual (![1, I] : Fin 2 → ℂ) (fun i => (c i : ℂ))).im = c 1 := by
      simp [residual, Fin.sum_univ_two]
    have hN : ‖residual (![1, I] : Fin 2 → ℂ) (fun i => (c i : ℂ))‖ ^ 2
        = c 0 * c 0 + c 1 * c 1 := by
      rw [Complex.sq_norm, Complex.normSq_apply, hre, him]
    have h1 : c 1 = 1 - c 0 := by linarith
    rw [hN, h1]
    refine ⟨by nlinarith [sq_nonneg (c 0 - 1 / 2)], ?_, ?_⟩
    · intro h
      have hsq : (c 0 - 1 / 2) ^ 2 = 0 := by linear_combination (1 / 2 : ℝ) * h
      have h0 : c 0 - 1 / 2 = 0 := (pow_eq_zero_iff (by norm_num : (2 : ℕ) ≠ 0)).1 hsq
      constructor <;> linarith
    · rintro ⟨h0, -⟩
      rw [h0]
      norm_num
```

## (b) Norm of a combination

Task. Expand ‖a e₁ + b e₂‖² for complex a, b.

Solution.

‖a e₁ + b e₂‖² = |a|²A + 2 Re(ā b g) + |b|²B,

Re(ā b g) = Re(ā b) p − Im(ā b) q,

with Re(ā b) = Re a Re b + Im a Im b and Im(ā b) = Re a Im b − Im a Re b. `hs` gives the outer terms, `hi` the cross term.

```lean
/-- The squared norm of `a e₁ + b e₂` in terms of the real and imaginary parts of the
coefficients and of the overlap. -/
theorem norm_sq_combination (a b : ℂ) (e₁ e₂ : E) :
    ‖a • e₁ + b • e₂‖ ^ 2 = (a.re ^ 2 + a.im ^ 2) * ‖e₁‖ ^ 2
      + 2 * ((a.re * b.re + a.im * b.im) * (inner ℂ e₁ e₂).re
        - (a.re * b.im - a.im * b.re) * (inner ℂ e₁ e₂).im)
      + (b.re ^ 2 + b.im ^ 2) * ‖e₂‖ ^ 2 := by
  have h : ‖a • e₁ + b • e₂‖ ^ 2
      = ‖a • e₁‖ ^ 2 + 2 * (inner ℂ (a • e₁) (b • e₂)).re + ‖b • e₂‖ ^ 2 :=
    norm_add_sq (𝕜 := ℂ) (a • e₁) (b • e₂)
  have hs : ∀ (z : ℂ) (v : E), ‖z • v‖ ^ 2 = (z.re ^ 2 + z.im ^ 2) * ‖v‖ ^ 2 := by
    intro z v
    rw [norm_smul, mul_pow, Complex.sq_norm, Complex.normSq_apply]
    ring
  have hi : (inner ℂ (a • e₁) (b • e₂)).re
      = (a.re * b.re + a.im * b.im) * (inner ℂ e₁ e₂).re
        - (a.re * b.im - a.im * b.re) * (inner ℂ e₁ e₂).im := by
    rw [inner_smul_left, inner_smul_right]
    simp only [Complex.mul_re, Complex.mul_im, Complex.conj_re, Complex.conj_im]
    ring
  rw [h, hs a e₁, hs b e₂, hi]
```

## (c) Completing the square

Task. For complex c summing to one, write D‖r‖² as two squares plus a constant.

Solution. Put c₁ = x + iy, c₀ = 1 − c₁. Then c̄₀c₁ = (x − x² − y²) + iy, and (b) gives

‖r‖² = A + D(x² + y²) − 2x(A − p) − 2yq.

Since AD − (A − p)² = AB − p²,

D‖r‖² = (Dx − (A − p))² + (Dy − q)² + AB − p² − q².

After the substitutions `hre`, `him`, `hD`, `ring` checks this.

```lean
/-- Completed square for two error vectors and complex coefficients summing to one:
`‖e₁ - e₂‖² ‖r‖²` is a sum of two squares plus `‖e₁‖²‖e₂‖² - (Re ⟨e₁,e₂⟩)² - (Im ⟨e₁,e₂⟩)²`. -/
theorem pair_completed_square (e₁ e₂ : E) (c : Fin 2 → ℂ) (hc : ∑ i, c i = 1) :
    ‖e₁ - e₂‖ ^ 2 * ‖residual ![e₁, e₂] c‖ ^ 2
      = (‖e₁ - e₂‖ ^ 2 * (c 1).re - (‖e₁‖ ^ 2 - (inner ℂ e₁ e₂).re)) ^ 2
        + (‖e₁ - e₂‖ ^ 2 * (c 1).im - (inner ℂ e₁ e₂).im) ^ 2
        + (‖e₁‖ ^ 2 * ‖e₂‖ ^ 2 - (inner ℂ e₁ e₂).re ^ 2 - (inner ℂ e₁ e₂).im ^ 2) := by
  have hD : ‖e₁ - e₂‖ ^ 2 = ‖e₁‖ ^ 2 - 2 * (inner ℂ e₁ e₂).re + ‖e₂‖ ^ 2 :=
    norm_sub_sq (𝕜 := ℂ) e₁ e₂
  have hr : residual ![e₁, e₂] c = c 0 • e₁ + c 1 • e₂ := by
    simp [residual, Fin.sum_univ_two]
  rw [Fin.sum_univ_two] at hc
  -- eliminate the first coefficient through the constraint
  have h0 : c 0 = 1 - c 1 := eq_sub_of_add_eq hc
  have hre : (c 0).re = 1 - (c 1).re := by rw [h0]; simp
  have him : (c 0).im = -(c 1).im := by rw [h0]; simp
  rw [hr, norm_sq_combination (c 0) (c 1) e₁ e₂, hre, him, hD]
  ring
```

## (d) The real version

Task. Specialise (c) to real c.

Solution. With y = 0 the second square is q², which cancels −q²:

D‖r‖² = (Dc₁ − (A − p))² + AB − p².

```lean
/-- Completed square for two error vectors and real coefficients summing to one:
`‖e₁ - e₂‖² ‖r‖²` is one square plus `‖e₁‖²‖e₂‖² - (Re ⟨e₁,e₂⟩)²`. -/
theorem pair_completed_square_real (e₁ e₂ : E) (c : Fin 2 → ℝ) (hc : ∑ i, c i = 1) :
    ‖e₁ - e₂‖ ^ 2 * ‖residual ![e₁, e₂] (fun i => (c i : ℂ))‖ ^ 2
      = (‖e₁ - e₂‖ ^ 2 * c 1 - (‖e₁‖ ^ 2 - (inner ℂ e₁ e₂).re)) ^ 2
        + (‖e₁‖ ^ 2 * ‖e₂‖ ^ 2 - (inner ℂ e₁ e₂).re ^ 2) := by
  have hc' : ∑ i, ((c i : ℝ) : ℂ) = 1 := by
    exact_mod_cast hc
  have key := pair_completed_square e₁ e₂ (fun i => (c i : ℂ)) hc'
  simp only [Complex.ofReal_re, Complex.ofReal_im] at key
  linear_combination key
```

## (e) Complex minimum

Task. For e₁ ≠ e₂, show that the least element of `complexErrors` is (AB − |g|²)/D.

Solution. Now D > 0. `IsLeast` demands attainment and a lower bound. The choice c₁ = t = ((A − p) + iq)/D makes both squares in (c) vanish; dropping them gives the bound for any c. A reusable device: x and y are obtained only through their equations Dx = A − p and Dy = q, so no fraction enters (c), and `div_eq_iff` clears the last one.

```lean
/-- For two distinct error vectors the least squared error over complex coefficients summing
to one is `(‖e₁‖²‖e₂‖² - |⟨e₁,e₂⟩|²) / ‖e₁ - e₂‖²`. -/
theorem complex_pair_min (e₁ e₂ : E) (h : e₁ ≠ e₂) :
    IsLeast (complexErrors ![e₁, e₂])
      ((‖e₁‖ ^ 2 * ‖e₂‖ ^ 2 - ‖inner ℂ e₁ e₂‖ ^ 2) / ‖e₁ - e₂‖ ^ 2) := by
  have hD : 0 < ‖e₁ - e₂‖ ^ 2 := pow_pos (norm_pos_iff.2 (sub_ne_zero.2 h)) 2
  have hg : ‖inner ℂ e₁ e₂‖ ^ 2 = (inner ℂ e₁ e₂).re ^ 2 + (inner ℂ e₁ e₂).im ^ 2 := by
    rw [Complex.sq_norm, Complex.normSq_apply]
    ring
  constructor
  · -- choose the coefficient that makes both squares vanish
    obtain ⟨x, hx⟩ : ∃ x : ℝ, ‖e₁ - e₂‖ ^ 2 * x = ‖e₁‖ ^ 2 - (inner ℂ e₁ e₂).re :=
      ⟨_, mul_inv_cancel_left₀ hD.ne' _⟩
    obtain ⟨y, hy⟩ : ∃ y : ℝ, ‖e₁ - e₂‖ ^ 2 * y = (inner ℂ e₁ e₂).im :=
      ⟨_, mul_inv_cancel_left₀ hD.ne' _⟩
    obtain ⟨t, ht1, ht2⟩ : ∃ t : ℂ, ‖e₁ - e₂‖ ^ 2 * t.re = ‖e₁‖ ^ 2 - (inner ℂ e₁ e₂).re ∧
        ‖e₁ - e₂‖ ^ 2 * t.im = (inner ℂ e₁ e₂).im := ⟨⟨x, y⟩, hx, hy⟩
    have hs : ∑ i, (![1 - t, t] : Fin 2 → ℂ) i = 1 := by simp [Fin.sum_univ_two]
    have key := pair_completed_square e₁ e₂ ![1 - t, t] hs
    have ht : (![1 - t, t] : Fin 2 → ℂ) 1 = t := rfl
    rw [ht, ht1, ht2] at key
    refine ⟨![1 - t, t], hs, ?_⟩
    rw [div_eq_iff hD.ne', hg]
    linear_combination (-1 : ℝ) * key
  · rintro _ ⟨c, hc, rfl⟩
    have hb : ‖e₁‖ ^ 2 * ‖e₂‖ ^ 2 - (inner ℂ e₁ e₂).re ^ 2 - (inner ℂ e₁ e₂).im ^ 2
        ≤ ‖e₁ - e₂‖ ^ 2 * ‖residual ![e₁, e₂] c‖ ^ 2 := by
      rw [pair_completed_square e₁ e₂ c hc]
      exact le_add_of_nonneg_left (add_nonneg (sq_nonneg _) (sq_nonneg _))
    rw [div_le_iff₀ hD, hg]
    linarith
```

## (f) Real minimum

Task. For e₁ ≠ e₂, show that the least element of `realErrors` is (AB − p²)/D.

Solution. Argue as in (e) from (d), with c₁ = (A − p)/D. The two minima differ by q²/D. For e₁ = 1, e₂ = 1 + i one has A = 1, B = 2, g = 1 + i, D = 1, so the minima are 0 and 1; indeed (1 − i)·1 + i(1 + i) = 0.

```lean
/-- For two distinct error vectors the least squared error over real coefficients summing
to one is `(‖e₁‖²‖e₂‖² - (Re ⟨e₁,e₂⟩)²) / ‖e₁ - e₂‖²`. -/
theorem real_pair_min (e₁ e₂ : E) (h : e₁ ≠ e₂) :
    IsLeast (realErrors ![e₁, e₂])
      ((‖e₁‖ ^ 2 * ‖e₂‖ ^ 2 - (inner ℂ e₁ e₂).re ^ 2) / ‖e₁ - e₂‖ ^ 2) := by
  have hD : 0 < ‖e₁ - e₂‖ ^ 2 := pow_pos (norm_pos_iff.2 (sub_ne_zero.2 h)) 2
  constructor
  · obtain ⟨x, hx⟩ : ∃ x : ℝ, ‖e₁ - e₂‖ ^ 2 * x = ‖e₁‖ ^ 2 - (inner ℂ e₁ e₂).re :=
      ⟨_, mul_inv_cancel_left₀ hD.ne' _⟩
    have hs : ∑ i, (![1 - x, x] : Fin 2 → ℝ) i = 1 := by simp [Fin.sum_univ_two]
    have key := pair_completed_square_real e₁ e₂ ![1 - x, x] hs
    have ht : (![1 - x, x] : Fin 2 → ℝ) 1 = x := rfl
    rw [ht, hx] at key
    refine ⟨![1 - x, x], hs, ?_⟩
    rw [div_eq_iff hD.ne']
    linear_combination (-1 : ℝ) * key
  · rintro _ ⟨c, hc, rfl⟩
    have hb : ‖e₁‖ ^ 2 * ‖e₂‖ ^ 2 - (inner ℂ e₁ e₂).re ^ 2
        ≤ ‖e₁ - e₂‖ ^ 2 * ‖residual ![e₁, e₂] (fun i => (c i : ℂ))‖ ^ 2 := by
      rw [pair_completed_square_real e₁ e₂ c hc]
      exact le_add_of_nonneg_left (sq_nonneg _)
    rw [div_le_iff₀ hD]
    linarith
```

## (g) Splitting for real overlaps

Task. If every ⟨eⱼ,eₖ⟩ is real (`hB`), show ‖r(c)‖² = ‖r(Re c)‖² + ‖r(Im c)‖².

Solution. Let u = r(Re c), w = r(Im c), so r(c) = u + iw (`hsplit`). The overlap

⟨u,w⟩ = Σⱼ Σₖ Re cⱼ Im cₖ ⟨eⱼ,eₖ⟩

is real (`him`). Part (b) with a = 1, b = i has cross term −2 Im⟨u,w⟩ = 0.

```lean
/-- If all overlaps of the error vectors are real, the squared error for complex coefficients
is the sum of the squared errors for their real parts and for their imaginary parts. -/
theorem residual_norm_sq_split (e : n → E) (hB : ∀ i j, (inner ℂ (e i) (e j)).im = 0)
    (c : n → ℂ) :
    ‖residual e c‖ ^ 2 = ‖residual e (fun i => ((c i).re : ℂ))‖ ^ 2
      + ‖residual e (fun i => ((c i).im : ℂ))‖ ^ 2 := by
  have hsplit : residual e c = (1 : ℂ) • residual e (fun i => ((c i).re : ℂ))
      + I • residual e (fun i => ((c i).im : ℂ)) := by
    rw [one_smul]
    simp only [residual]
    rw [Finset.smul_sum, ← Finset.sum_add_distrib]
    refine Finset.sum_congr rfl fun i _ => ?_
    rw [smul_smul, ← add_smul]
    congr 1
    apply Complex.ext <;> simp
  -- real combinations of vectors with real overlaps have a real overlap
  have him : (inner ℂ (residual e (fun i => ((c i).re : ℂ)))
      (residual e (fun i => ((c i).im : ℂ)))).im = 0 := by
    simp only [residual]
    rw [sum_inner, Complex.im_sum]
    refine Finset.sum_eq_zero fun i _ => ?_
    rw [inner_sum, Complex.im_sum]
    refine Finset.sum_eq_zero fun j _ => ?_
    rw [inner_smul_left, inner_smul_right]
    simp only [Complex.mul_re, Complex.mul_im, Complex.conj_re, Complex.conj_im,
      Complex.ofReal_re, Complex.ofReal_im, hB i j]
    ring
  rw [hsplit, norm_sq_combination, him]
  simp only [Complex.one_re, Complex.one_im, Complex.I_re, Complex.I_im]
  ring
```

## (h) Real overlaps suffice

Task. Under `hB`, prove `RealSuffices e` for any finite number of errors.

Solution. The real parts of c sum to Re 1 = 1, and (g) gives ‖r(Re c)‖² ≤ ‖r(c)‖².

```lean
/-- For any number of error vectors whose overlaps are all real, real coefficients suffice. -/
theorem realSuffices_of_real_overlaps (e : n → E)
    (hB : ∀ i j, (inner ℂ (e i) (e j)).im = 0) : RealSuffices e := by
  intro c hc
  have hs : ∑ i, (c i).re = 1 := by
    have h := congrArg Complex.re hc
    rwa [Complex.re_sum, Complex.one_re] at h
  refine ⟨fun i => (c i).re, hs, ?_⟩
  rw [residual_norm_sq_split e hB c]
  exact le_add_of_nonneg_right (sq_nonneg _)
```

## (i) Complex entries, real overlaps

Task. Show that (1, i) and (0, i) in ℂ², `samplePair 0` and `samplePair 1`, have real overlaps and mutual overlap 1.

Solution. The mutual overlap is 1·0 + (−i)(i) = 1, its conjugate is 1, and self-overlaps are real (`inner_self_im`).

```lean
/-- The error vectors `(1, i)` and `(0, i)` in `ℂ²`. -/
def samplePair : Fin 2 → EuclideanSpace ℂ (Fin 2) := ![!₂[1, I], !₂[0, I]]

/-- The vectors `(1, i)` and `(0, i)` have real overlaps, and their mutual overlap is one. -/
theorem real_overlaps_witness :
    (∀ i j, (inner ℂ (samplePair i) (samplePair j)).im = 0) ∧
      inner ℂ (samplePair 0) (samplePair 1) = 1 := by
  have h01 : inner ℂ (samplePair 0) (samplePair 1) = 1 := by
    rw [PiLp.inner_apply, Fin.sum_univ_two]
    simp [samplePair]
  have h10 : inner ℂ (samplePair 1) (samplePair 0) = 1 := by
    rw [← inner_conj_symm, h01, map_one]
  have hd : ∀ x : EuclideanSpace ℂ (Fin 2), (inner ℂ x x).im = 0 :=
    fun x => inner_self_im (𝕜 := ℂ) x
  refine ⟨?_, h01⟩
  simp only [Fin.forall_fin_two]
  exact ⟨⟨hd _, by rw [h01, Complex.one_im]⟩, by rw [h10, Complex.one_im], hd _⟩
```

## (j) The two-vector criterion

Task. Show that real coefficients suffice for e₁, e₂ exactly when q = 0.

Solution. If q = 0, conjugate symmetry makes all four overlaps real and (h) applies. Conversely, in the limiting case e₁ = e₂, where D = 0 and every admissible c gives r = e₁, g = A is real. Otherwise match the complex minimiser of (e) by a real choice and bound that below by (f):

(AB − p²)/D ≤ (AB − p² − q²)/D.

This is `hcmp`; it forces q² ≤ 0. The equivalence is proved for two errors only.

The criterion concerns the extrapolation step of a self-consistent-field iteration with complex errors, for a fixed finite list of errors combined linearly, and says nothing on convergence. One consequence left unchecked in Lean: anti-Hermitian error matrices, such as commutators of Hermitian Fock and density matrices, have real trace overlaps and so fall under (h).

```lean
/-- For two error vectors real coefficients suffice exactly when their overlap is real. -/
theorem realSuffices_pair_iff (e₁ e₂ : E) :
    RealSuffices ![e₁, e₂] ↔ (inner ℂ e₁ e₂).im = 0 := by
  have hd : ∀ x : E, (inner ℂ x x).im = 0 := fun x => inner_self_im (𝕜 := ℂ) x
  constructor
  · intro H
    by_cases h : e₁ = e₂
    · rw [h]
      exact hd e₂
    · have hD : 0 < ‖e₁ - e₂‖ ^ 2 := pow_pos (norm_pos_iff.2 (sub_ne_zero.2 h)) 2
      have hg : ‖inner ℂ e₁ e₂‖ ^ 2 = (inner ℂ e₁ e₂).re ^ 2 + (inner ℂ e₁ e₂).im ^ 2 := by
        rw [Complex.sq_norm, Complex.normSq_apply]
        ring
      -- compare the real minimum with the complex minimum
      obtain ⟨⟨c, hc, hm⟩, -⟩ := complex_pair_min e₁ e₂ h
      obtain ⟨r, hr, hle⟩ := H c hc
      have hmem : ‖residual ![e₁, e₂] (fun i => (r i : ℂ))‖ ^ 2 ∈ realErrors ![e₁, e₂] :=
        ⟨r, hr, rfl⟩
      have hlow : (‖e₁‖ ^ 2 * ‖e₂‖ ^ 2 - (inner ℂ e₁ e₂).re ^ 2) / ‖e₁ - e₂‖ ^ 2
          ≤ ‖residual ![e₁, e₂] (fun i => (r i : ℂ))‖ ^ 2 :=
        (real_pair_min e₁ e₂ h).2 hmem
      have hcmp : (‖e₁‖ ^ 2 * ‖e₂‖ ^ 2 - (inner ℂ e₁ e₂).re ^ 2) / ‖e₁ - e₂‖ ^ 2
          ≤ (‖e₁‖ ^ 2 * ‖e₂‖ ^ 2 - ‖inner ℂ e₁ e₂‖ ^ 2) / ‖e₁ - e₂‖ ^ 2 := by
        rw [hm]
        exact hlow.trans hle
      rw [div_le_div_iff₀ hD hD] at hcmp
      have hnum := le_of_mul_le_mul_right hcmp hD
      have hq : (inner ℂ e₁ e₂).im ^ 2 ≤ 0 := by linarith
      exact (pow_eq_zero_iff (by norm_num : (2 : ℕ) ≠ 0)).1 (le_antisymm hq (sq_nonneg _))
  · intro H
    have H' : (inner ℂ e₂ e₁).im = 0 := by
      rw [← inner_conj_symm, Complex.conj_im, H, neg_zero]
    apply realSuffices_of_real_overlaps
    simp only [Fin.forall_fin_two]
    exact ⟨⟨hd e₁, H⟩, H', hd e₂⟩

end

end ComplexDIIS
```

```lean
#print axioms ComplexDIIS.one_I_counterexample
#print axioms ComplexDIIS.realSuffices_pair_iff
```

```
'ComplexDIIS.one_I_counterexample' depends on axioms: [propext, Classical.choice, Quot.sound]
'ComplexDIIS.realSuffices_pair_iff' depends on axioms: [propext, Classical.choice, Quot.sound]
```
